# The RPA eigenvalue problem as two coupled equations for the amplitudes X and Y

In the random-phase approximation (RPA) with real matrices A and B, a mode is a non-zero pair of complex amplitudes (X, Y) that is an eigenvector of the block matrix [[A, B], [−B, −A]] with a complex eigenvalue ω. The lemma `isMode_iff` says that this is equivalent to X and Y not both being zero and satisfying AX + BY = ωX and −BX − AY = ωY. The index set is finite, A and B are otherwise arbitrary real square matrices, and no normalisation is imposed on the amplitudes. The proof writes the scaled vector and the zero vector in the block form `Sum.elim`, expands the matrix product, and lets `simp only` compare the blocks.

The failing Lean file:

```lean
import Mathlib

open Matrix

namespace RPAStability

noncomputable section

variable {n : Type*}

/-- A real matrix regarded as a complex matrix. -/
def toC (S : Matrix n n ℝ) : Matrix n n ℂ := S.map (fun r : ℝ => (r : ℂ))

/-- The RPA matrix `[[A, B], [-B, -A]]`, regarded as a complex matrix. -/
def rpaMatrix (A B : Matrix n n ℝ) : Matrix (n ⊕ n) (n ⊕ n) ℂ :=
  fromBlocks (toC A) (toC B) (-toC B) (-toC A)

variable [Fintype n]

/-- The amplitudes `(X, Y)` form an eigenvector of the RPA matrix with eigenvalue `ω`. -/
def IsMode (A B : Matrix n n ℝ) (ω : ℂ) (X Y : n → ℂ) : Prop :=
  Sum.elim X Y ≠ 0 ∧ rpaMatrix A B *ᵥ Sum.elim X Y = ω • Sum.elim X Y

variable {A B : Matrix n n ℝ} {ω : ℂ} {X Y : n → ℂ}

/-- The RPA eigenvalue problem written as two coupled equations for `X` and `Y`. -/
theorem isMode_iff : IsMode A B ω X Y ↔ (X ≠ 0 ∨ Y ≠ 0) ∧
    toC A *ᵥ X + toC B *ᵥ Y = ω • X ∧ -(toC B *ᵥ X) - toC A *ᵥ Y = ω • Y := by
  have key : ∀ a b c d : n → ℂ, Sum.elim a b = Sum.elim c d ↔ a = c ∧ b = d :=
    fun a b c d => ⟨fun h => ⟨funext fun i => congrFun h (Sum.inl i),
      funext fun i => congrFun h (Sum.inr i)⟩, by rintro ⟨rfl, rfl⟩; rfl⟩
  have hs : ω • Sum.elim X Y = Sum.elim (ω • X) (ω • Y) := by
    ext i; cases i <;> rfl
  have h0 : (0 : n ⊕ n → ℂ) = Sum.elim 0 0 := by
    ext i; cases i <;> rfl
  unfold IsMode rpaMatrix
  rw [fromBlocks_mulVec, hs, h0]
  simp only [ne_eq, key, Sum.elim_comp_inl, Sum.elim_comp_inr, neg_mulVec, not_and_or,
    sub_eq_add_neg]

end

end RPAStability
```

Messages:

```
Main.lean:34:39: error: numerals are data in Lean, but the expected type is universe polymorphic and may be a proposition
  ?m.183 → ?m.185 : Sort (imax (?u.132 + 1) ?u.130)
Main.lean:34:41: error: numerals are data in Lean, but the expected type is universe polymorphic and may be a proposition
  ?m.184 → ?m.185 : Sort (imax (?u.131 + 1) ?u.130)
Main.lean:28:76: error: unsolved goals
n : Type u_1
inst✝ : Fintype n
A B : Matrix n n ℝ
ω : ℂ
X Y : n → ℂ
key : ∀ (a b c d : n → ℂ), a ⊕ᵥ b = c ⊕ᵥ d ↔ a = c ∧ b = d
hs : ω • (X ⊕ᵥ Y) = ω • X ⊕ᵥ ω • Y
h0 : 0 = sorry ⊕ᵥ sorry
⊢ (¬X = sorry ∨ ¬Y = sorry) ∧ toC A *ᵥ X + toC B *ᵥ Y = ω • X ∧ -(toC B *ᵥ X) + -(toC A *ᵥ Y) = ω • Y ↔
    (¬X = 0 ∨ ¬Y = 0) ∧ toC A *ᵥ X + toC B *ᵥ Y = ω • X ∧ -(toC B *ᵥ X) + -(toC A *ᵥ Y) = ω • Y
```

Diagnosis. The first two messages concern the two zeros in `Sum.elim 0 0`, in the statement of `h0`. Lean elaborates the two sides of an equation separately at first, so the type given on the left did not reach these zeros in time. Their types were still unknown functions `?m.183 → ?m.185` and `?m.184 → ?m.185`. The codomain of `Sum.elim` may lie in any `Sort`, so Lean could not rule out that these types were propositions, and it refused the numerals.

Lean then put `sorry` in place of each zero and went on. The third message is a consequence: rewriting with `h0` carried the `sorry`s into the goal, where `¬X = sorry ∨ ¬Y = sorry` faces `¬X = 0 ∨ ¬Y = 0`. The rest of the two sides agrees.

The repair writes both zeros as `(0 : n → ℂ)`. This fixes their types at once, `h0` states the intended identity, and the final `simp only` closes the goal.

The repair, with which the file compiles:

```diff
@@ -32,5 +32,5 @@
   have hs : ω • Sum.elim X Y = Sum.elim (ω • X) (ω • Y) := by
     ext i; cases i <;> rfl
-  have h0 : (0 : n ⊕ n → ℂ) = Sum.elim 0 0 := by
+  have h0 : (0 : n ⊕ n → ℂ) = Sum.elim (0 : n → ℂ) (0 : n → ℂ) := by
     ext i; cases i <;> rfl
   unfold IsMode rpaMatrix
```
